# The sum of det A[S,T] det B[T,S] over equal-size sets S, T equals det(1 + AB)

In grand-canonical determinantal quantum Monte Carlo at finite temperature, fermions in a fixed auxiliary field no longer interact with each other, and the weight of that field is, up to a scalar factor that may depend on the field, a trace over all ways of occupying the modes. With the imaginary-time interval split in two, the trace becomes a sum over pairs of occupied sets, S at the ends of the interval and T at the split, and a determinant det A[S,T] exists only if S and T hold equally many particles, so a choice is needed for the other pairs. Here they stay in the sum and are given the weight zero, which is also the physical answer if propagation in the field conserves particle number, as is assumed here. A field that creates and destroys pairs of fermions is not covered.

The matrices A and B are the one-particle propagators over two successive stretches of imaginary time, which together make up the whole interval. A[S,T] is the part of A with rows in S and columns in T. The result is

Σ over S, T with |S| = |T| of det A[S,T] det B[T,S] = det(1 + AB).

For a finite number of modes and a fixed field, this replaces a sum that grows exponentially with the number of modes by one determinant of the size of the one-particle problem. One step is taken from physics: that, for orthonormal modes, det A[S,T] is the matrix element, between the Slater determinants with occupied sets S and T, of the many-particle propagator built from A. The Lean code starts from these determinants and does not construct the Fock space.

## Amplitudes and weights

```lean
import Mathlib

open Matrix

namespace DeterminantalWeight

noncomputable section
```

All matrices are complex. `Matrix (Fin M) (Fin N) ℂ` is the type of M by N matrices, and `Fin M` is the set of labels 0, …, M − 1. The physical case is M = N, with the same modes at both times, but nothing below needs it.

```lean
/-- The many-fermion amplitude `det A[S,T]` between occupied sets `S` and `T` of equal size,
with rows and columns in increasing order. -/
def amplitude {M N : ℕ} (A : Matrix (Fin M) (Fin N) ℂ) (S : Finset (Fin M))
    (T : Finset (Fin N)) (h : T.card = S.card) : ℂ :=
  (A.submatrix (S.orderEmbOfFin (rfl : S.card = S.card)) (T.orderEmbOfFin h)).det
```

An occupied set is a `Finset (Fin M)`, a finite set of mode labels, and `S.card` is its particle number |S|. The function `orderEmbOfFin` lists the members of a set in increasing order, which fixes the sign of the determinant. The last argument, `h`, is a proof that T and S have the same size: in Lean the amplitude cannot even be written down without one. For two empty sets it is the determinant of a 0 by 0 matrix, which is 1.

```lean
/-- The weight `det A[S,T] det B[T,S]` of a pair of occupied sets of equal size; pairs of
unequal size have weight zero. -/
def weight {M N : ℕ} (A : Matrix (Fin M) (Fin N) ℂ) (B : Matrix (Fin N) (Fin M) ℂ)
    (S : Finset (Fin M)) (T : Finset (Fin N)) : ℂ :=
  if h : T.card = S.card then amplitude A S T h * amplitude B T S h.symm else 0
```

The weight of a pair is

w(S,T) = det A[S,T] det B[T,S] if |S| = |T|, and 0 otherwise.

The `if h : …` tests the sizes and hands the resulting proof `h` to the amplitudes. The name needs care: in Monte Carlo, "weight" usually means the total for one field, which is the whole sum det(1 + AB) times any scalar factor, whereas `weight` is a single term of that sum. It is in general a complex number, not a probability.

```lean
/-- The amplitude may be computed with the particles numbered by any `k` equal to the
common size of the two occupied sets. -/
theorem amplitude_eq {M N k : ℕ} (A : Matrix (Fin M) (Fin N) ℂ) (S : Finset (Fin M))
    (T : Finset (Fin N)) (h : T.card = S.card) (hS : S.card = k) (hT : T.card = k) :
    amplitude A S T h = (A.submatrix (S.orderEmbOfFin hS) (T.orderEmbOfFin hT)).det := by
  subst hS
  rfl
```

Lean numbers the particles by `Fin S.card` in one amplitude and by `Fin T.card` in the other. These are different types even when the two sizes are equal. The lemma says that any k equal to both sizes may be used for the numbering, with the same result.

## Principal minors of a matrix X

```lean
/-- The determinant `det (1 + X)` is the sum of all principal minors of `X`. -/
theorem det_one_add_eq_sum_minors {n : Type*} [Fintype n] [DecidableEq n]
    (X : Matrix n n ℂ) :
    (1 + X).det = ∑ S : Finset n,
      (X.submatrix (Subtype.val : {i // i ∈ S} → n) Subtype.val).det := by
  -- rows outside `S` are rows of the identity, so the matrix is block triangular
  have key : ∀ S : Finset n,
      (Matrix.of fun i j => if i ∈ S then X i j else (1 : Matrix n n ℂ) i j).det =
        (X.submatrix (Subtype.val : {i // i ∈ S} → n) Subtype.val).det := by
    intro S
    set Y : Matrix n n ℂ :=
      Matrix.of fun i j => if i ∈ S then X i j else (1 : Matrix n n ℂ) i j with hY
    have h0 : ∀ i, ¬ i ∈ S → ∀ j, j ∈ S → Y i j = 0 := by
      intro i hi j hj
      have hij : i ≠ j := by
        rintro rfl
        exact hi hj
      simp [hY, hi, hij]
    have h1 : toSquareBlockProp Y (fun i => i ∈ S) =
        X.submatrix Subtype.val Subtype.val := by
      ext ⟨i, hi⟩ ⟨j, hj⟩
      have hi' : i ∈ S := hi
      simp [toSquareBlockProp, hY, hi']
    have h2 : toSquareBlockProp Y (fun i => ¬ i ∈ S) = 1 := by
      ext ⟨i, hi⟩ ⟨j, hj⟩
      have hi' : i ∉ S := hi
      simp [toSquareBlockProp, hY, hi', Matrix.one_apply]
    have h3 := twoBlockTriangular_det Y (fun i => i ∈ S) h0
    rw [h1, h2, det_one, mul_one] at h3
    convert h3
  -- expand every row of `X + 1` by multilinearity
  have h := (Matrix.detRowAlternating (n := n) (R := ℂ)).toMultilinearMap.map_add_univ
    X (1 : Matrix n n ℂ)
  rw [add_comm]
  refine h.trans (Finset.sum_congr rfl fun S _ => ?_)
  rw [← key S]
  refine congrArg (Matrix.detRowAlternating (n := n) (R := ℂ)) ?_
  funext i j
  by_cases hi : i ∈ S <;> simp [Finset.piecewise, hi]
```

For a square matrix X with rows and columns labelled by a finite set n, the theorem states

det(1 + X) = Σ over S ⊆ n of det X[S,S].

By hand, row i of 1 + X is the sum of row i of X and row i of the identity. The determinant is linear in each row, so it expands into one term for each subset S: the determinant of the matrix Y that has the rows of X for i in S and the rows of the identity for all other i. With the labels in S placed first, and S′ denoting the remaining labels,

Y = [ X[S,S], X[S,S′] ; 0, 1 ],

where the semicolon separates the block rows. This is block triangular, so det Y = det X[S,S].

In the code, `key` is the statement about Y. The facts `h0`, `h1` and `h2` identify the zero block and the two diagonal blocks, and `twoBlockTriangular_det` multiplies the diagonal determinants. The expansion over subsets is `map_add_univ`. The map `Subtype.val` includes S in n without choosing an order, which is harmless because reordering rows and columns in the same way leaves a determinant unchanged.

## A matrix with only off-diagonal blocks

```lean
/-- For square blocks of equal size, the determinant of the off-diagonal block matrix
with blocks `-A` and `B` is `det A * det B`. -/
theorem det_offDiagonal {k : Type*} [Fintype k] [DecidableEq k] (A B : Matrix k k ℂ) :
    (fromBlocks 0 (-A) B 0).det = A.det * B.det := by
  -- the block rotation is a product of three shears
  have hJ : (fromBlocks 0 1 (-1) 0 : Matrix (k ⊕ k) (k ⊕ k) ℂ).det = 1 := by
    have hs : (fromBlocks 0 1 (-1) 0 : Matrix (k ⊕ k) (k ⊕ k) ℂ) =
        fromBlocks 1 1 0 1 * fromBlocks 1 0 (-1) 1 * fromBlocks 1 1 0 1 := by
      simp [fromBlocks_multiply]
    rw [hs, det_mul, det_mul, det_fromBlocks_zero₂₁, det_fromBlocks_zero₁₂]
    simp
  have hm : fromBlocks 0 (-A) B 0 * fromBlocks 0 1 (-1) 0 = fromBlocks A 0 0 B := by
    simp [fromBlocks_multiply]
  have hd := congrArg Matrix.det hm
  rw [det_mul, hJ, mul_one, det_fromBlocks_zero₂₁] at hd
  exact hd
```

Let A and B be square and of the same size, and set

F = [ 0, −A ; B, 0 ], J = [ 0, 1 ; −1, 0 ].

The claim is det F = det A det B. Multiplication gives

F J = [ A, 0 ; 0, B ],

whose determinant is det A det B. It remains to see that det J = 1, and this follows from

J = [ 1, 1 ; 0, 1 ] [ 1, 0 ; −1, 1 ] [ 1, 1 ; 0, 1 ],

since each factor is triangular with ones on the diagonal. In the code, `hs` is this factorisation, `hJ` the value of det J, and `hm` the product F J.

```lean
/-- If the two blocks of modes differ in size, the off-diagonal block matrix has
determinant zero. -/
theorem det_offDiagonal_of_ne {m n : Type*} [Fintype m] [DecidableEq m] [Fintype n]
    [DecidableEq n] (h : Fintype.card n ≠ Fintype.card m) (A : Matrix m n ℂ)
    (B : Matrix n m ℂ) : (fromBlocks 0 (-A) B 0).det = 0 := by
  -- doubling the upper rows is the same as doubling the right-hand columns
  have hm : fromBlocks ((2 : ℂ) • 1) 0 0 1 * fromBlocks 0 (-A) B 0 =
      fromBlocks 0 (-A) B 0 * fromBlocks 1 0 0 ((2 : ℂ) • 1) := by
    simp [fromBlocks_multiply]
  have hd := congrArg Matrix.det hm
  simp only [det_mul, det_fromBlocks_zero₂₁, det_smul, det_one, mul_one, one_mul] at hd
  by_contra hF
  have h2 : (2 : ℂ) ^ Fintype.card m = 2 ^ Fintype.card n :=
    mul_right_cancel₀ hF (by linear_combination hd)
  have h3 : (2 : ℕ) ^ Fintype.card m = 2 ^ Fintype.card n := by exact_mod_cast h2
  exact h (Nat.pow_right_injective le_rfl h3).symm
```

Now let A be m by n and B be n by m, with m ≠ n. (In Lean, `m` and `n` are the label sets, and their sizes are `Fintype.card m` and `Fintype.card n`.) Doubling the upper m rows of F doubles the block −A and nothing else. Doubling the right-hand n columns does the same:

[ 2·1, 0 ; 0, 1 ] F = [ 0, −2A ; B, 0 ] = F [ 1, 0 ; 0, 2·1 ].

Taking determinants,

2^m det F = 2^n det F.

If det F were not zero, it could be cancelled, leaving 2^m = 2^n and hence m = n, a contradiction. So det F = 0. The code follows the same route: `hm` is the matrix identity, `by_contra hF` assumes det F ≠ 0, and `mul_right_cancel₀` cancels it.

```lean
/-- The weight of the pair `S, T` is the principal minor, on the modes `S` and `T`, of the
block matrix with off-diagonal blocks `-A` and `B`. -/
theorem minor_eq_weight {M N : ℕ} (A : Matrix (Fin M) (Fin N) ℂ)
    (B : Matrix (Fin N) (Fin M) ℂ) (S : Finset (Fin M)) (T : Finset (Fin N)) :
    ((fromBlocks 0 (-A) B 0).submatrix
      (Subtype.val : {x // x ∈ S.disjSum T} → Fin M ⊕ Fin N) Subtype.val).det =
      weight A B S T := by
  let f : {i // i ∈ S} ⊕ {j // j ∈ T} → {x // x ∈ S.disjSum T} :=
    Sum.elim (fun i => ⟨Sum.inl i.1, by simp⟩) (fun j => ⟨Sum.inr j.1, by simp⟩)
  have hf : Function.Bijective f := by
    constructor
    · rintro (⟨a, ha⟩ | ⟨a, ha⟩) (⟨b, hb⟩ | ⟨b, hb⟩) h
      · simpa [f] using h
      · simp [f] at h
      · simp [f] at h
      · simpa [f] using h
    · rintro ⟨x | x, hx⟩
      · exact ⟨Sum.inl ⟨x, by simpa using hx⟩, rfl⟩
      · exact ⟨Sum.inr ⟨x, by simpa using hx⟩, rfl⟩
  have hs : ((fromBlocks 0 (-A) B 0).submatrix
      (Subtype.val : {x // x ∈ S.disjSum T} → Fin M ⊕ Fin N) Subtype.val).submatrix
        (Equiv.ofBijective f hf) (Equiv.ofBijective f hf) =
      fromBlocks 0 (-(A.submatrix Subtype.val Subtype.val))
        (B.submatrix Subtype.val Subtype.val) 0 := by
    ext (i | i) (j | j) <;> rfl
  rw [← det_submatrix_equiv_self (Equiv.ofBijective f hf), hs]
  by_cases h : T.card = S.card
  · -- equal particle numbers: list both sets in increasing order
    rw [weight, dif_pos h, amplitude_eq B T S h.symm h rfl, amplitude, ← det_offDiagonal,
      ← det_submatrix_equiv_self (Equiv.sumCongr
        (S.orderIsoOfFin (rfl : S.card = S.card)).toEquiv (T.orderIsoOfFin h).toEquiv)]
    congr 1
    ext (i | i) (j | j) <;> rfl
  · rw [weight, dif_neg h]
    exact det_offDiagonal_of_ne (by simpa using h) _ _
```

Return to the full A and B, so that F has M + N rows. A subset of its labels consists of a set S from the first block and a set T from the second; Lean writes it `S.disjSum T`. The lemma says that the principal minor of F on this subset is w(S,T).

By hand, keeping only these rows and columns leaves

[ 0, −A[S,T] ; B[T,S], 0 ].

If |S| = |T|, its determinant is det A[S,T] det B[T,S]. If the sizes differ, it is zero. These are the two previous lemmas, and they match the two cases in the definition of `weight`.

Most of the code is relabelling. The bijection `f` identifies the chosen labels with those of S followed by those of T, and `hs` confirms the block form. In the case of equal sizes, `orderIsoOfFin` then lists both sets in increasing order, as the amplitudes require.

## The sum over occupied sets

```lean
/-- Determinantal Monte Carlo weight: the sum of `det A[S,T] det B[T,S]` over all pairs of
occupied sets of equal size is `det (1 + A B)`. -/
theorem sum_weight_eq_det {M N : ℕ} (A : Matrix (Fin M) (Fin N) ℂ)
    (B : Matrix (Fin N) (Fin M) ℂ) :
    ∑ S, ∑ T, weight A B S T = (1 + A * B).det := by
  -- Schur complement of the block matrix
  have hdet : (1 + fromBlocks 0 (-A) B 0).det = (1 + A * B).det := by
    rw [← fromBlocks_one, fromBlocks_add]
    simp only [add_zero, zero_add]
    rw [det_fromBlocks_one₂₂, Matrix.neg_mul, sub_neg_eq_add]
  rw [← hdet, det_one_add_eq_sum_minors, ← Fintype.sum_prod_type' (weight A B)]
  exact Fintype.sum_equiv Finset.sumEquiv.symm.toEquiv _ _
    (fun p => (minor_eq_weight A B p.1 p.2).symm)
```

This is the main theorem. In `∑ S, ∑ T`, each sum runs over all subsets of the modes, and `1` is the M by M identity matrix. There is no hypothesis on A or B: they need not be Hermitian, unitary or invertible.

By hand, first compute

(1 + F) [ 1, 0 ; −B, 1 ] = [ 1, −A ; B, 1 ] [ 1, 0 ; −B, 1 ] = [ 1 + AB, −A ; 0, 1 ].

The second factor on the left has determinant 1, so det(1 + F) = det(1 + AB). Then expand det(1 + F) in principal minors and read each one as a weight:

det(1 + AB) = det(1 + F) = Σ over S, T of det F[S ⊔ T, S ⊔ T] = Σ over S, T of w(S,T),

where S ⊔ T is the combined label set.

The first equality is `hdet`, obtained from Mathlib's Schur complement formula `det_fromBlocks_one₂₂`. The expansion is `det_one_add_eq_sum_minors`. Finally, `Finset.sumEquiv` turns the sum over subsets of the combined labels into a sum over pairs, and `minor_eq_weight` matches the terms.

For M = N = 2 the terms can be recognised directly. The empty pair gives 1, the one-particle pairs give Σ A_ij B_ji = tr(AB), and the filled pair gives det A det B. Together they are det(1 + AB).

## A fugacity for each particle

```lean
/-- Grand-canonical form: with a factor `z` for each particle, the sum of the weights is
`det (1 + z A B)`. -/
theorem sum_fugacity_weight {M N : ℕ} (z : ℂ) (A : Matrix (Fin M) (Fin N) ℂ)
    (B : Matrix (Fin N) (Fin M) ℂ) :
    ∑ S, ∑ T, z ^ S.card * weight A B S T = (1 + z • (A * B)).det := by
  rw [← Matrix.smul_mul, ← sum_weight_eq_det]
  refine Finset.sum_congr rfl fun S _ => Finset.sum_congr rfl fun T _ => ?_
  by_cases h : T.card = S.card
  · have hz : amplitude (z • A) S T h = z ^ S.card * amplitude A S T h := by
      unfold amplitude
      change (z • A.submatrix _ _).det = _
      rw [det_smul, Fintype.card_fin]
    rw [weight, weight, dif_pos h, dif_pos h, hz, mul_assoc]
  · rw [weight, weight, dif_neg h, dif_neg h, mul_zero]
```

A factor z for each particle gives the grand-canonical version,

Σ over S, T of z^|S| w(S,T) = det(1 + z AB).

In thermal physics z = exp(βμ), with inverse temperature β and chemical potential μ, provided that μ is not already included in A and B; the theorem allows any complex z. Only pairs with |S| = |T| contribute, so it does not matter which of the two sets is counted.

By hand, replace A by zA in the main theorem. A determinant with |S| rows picks up one factor z from each row:

det (zA)[S,T] = z^|S| det A[S,T].

This is `hz` in the code, where `•` denotes multiplication of a matrix by a number. For unequal sizes both sides are zero.

## Non-negative terms when B is the adjoint of A

```lean
/-- If `B` is the adjoint of `A`, the weight of a pair of occupied sets of equal size is
the squared modulus of the amplitude. -/
theorem weight_adjoint {M N : ℕ} (A : Matrix (Fin M) (Fin N) ℂ) (S : Finset (Fin M))
    (T : Finset (Fin N)) (h : T.card = S.card) :
    weight A Aᴴ S T = ((‖amplitude A S T h‖ ^ 2 : ℝ) : ℂ) := by
  have hc : amplitude Aᴴ T S h.symm = star (amplitude A S T h) := by
    rw [amplitude_eq Aᴴ T S h.symm h rfl]
    exact det_conjTranspose _
  rw [weight, dif_pos h, hc]
  exact (Complex.mul_conj _).trans (by rw [Complex.normSq_eq_norm_sq])

end

end DeterminantalWeight
```

`Aᴴ` is the adjoint A†. For |S| = |T| the theorem states

w(S,T) = |det A[S,T]|² when B = A†.

The matrix A†[T,S] is the adjoint of A[S,T], and the determinant of an adjoint is the complex conjugate of the determinant. The second amplitude is therefore the conjugate of the first, which is `hc`, and their product is the squared modulus. The outer `ℂ` in the statement only says that this real number is regarded as a complex one.

Pairs of unequal size have weight zero by definition, so with B = A† no term of the sum is negative. Their sum det(1 + AA†) is at least 1, which is the term of the two empty sets. In a simulation this case is special: if the fields in the two stretches of imaginary time can vary independently, B is in general not the adjoint of A, and the theorem then says nothing about the sign. For general A and B the terms can be negative or complex, and so can their sum.

```lean
#print axioms DeterminantalWeight.sum_weight_eq_det
-- 'DeterminantalWeight.sum_weight_eq_det' depends on axioms: [propext, Classical.choice, Quot.sound]
#print axioms DeterminantalWeight.sum_fugacity_weight
-- 'DeterminantalWeight.sum_fugacity_weight' depends on axioms: [propext, Classical.choice, Quot.sound]
#print axioms DeterminantalWeight.weight_adjoint
-- 'DeterminantalWeight.weight_adjoint' depends on axioms: [propext, Classical.choice, Quot.sound]
```
